# Line-graph hopping on a finite loopless root graph: energies at least −2, with at least |E| − |V| states at −2

The line-graph Hamiltonian is defined here by counting shared endpoints, as a neighbour table would do it, and its factorised form is then proved. The root graph has a finite set $V$ of vertices and a finite set $E$ of bonds. Bond $e$ joins the vertices $s(e)$ and $t(e)$, whose order carries no physics. The orbitals sit on the bonds. The hopping $A_{ef}$ between distinct bonds is the number of coincidences between their endpoints, and the diagonal is zero. Two parallel bonds therefore have hopping 2, which is what a small periodic cluster needs when a neighbour is reached by two routes.

If no bond is a self-loop, then

$$A = B^{T}B - 2,\qquad B_{ve}=\delta_{v,s(e)}+\delta_{v,t(e)},$$

every eigenvalue of $A$ is at least $-2$, the eigenspace at $-2$ is $\ker B$, and

$$|E| \le |V| + \dim\ker B .$$

Energies are in units of the hopping matrix element, which is taken as positive: one shared endpoint contributes $+1$ to the Hamiltonian matrix $A$. With $H=-A$ the level lies at $+2$, at the top of the spectrum.

## Counting the lowest states of a kagome cluster

The kagome lattice is the line graph of the honeycomb lattice. A periodic cluster of $N$ unit cells has $|V|=2N$ and $|E|=3N$, and the honeycomb is bipartite, so the bound derived below gives at least $N+1$ states at $-2$. For a non-interacting, finite tight-binding model with hopping $+1$ and zero on-site energy, this is a check on the neighbour table: an energy below $-2$ or too few states at $-2$, beyond rounding error, points to a wrong entry. It also matters for iterative eigensolvers, since a request for fewer than $N+1$ lowest states returns only part of a degenerate level.

## From shared endpoints to localized states

**Factorisation.** Summing over vertices,

$$(B^{T}B)_{ef}=\delta_{s(e),s(f)}+\delta_{s(e),t(f)}+\delta_{t(e),s(f)}+\delta_{t(e),t(f)} .$$

For $e\ne f$ this is $A_{ef}$. For $e=f$ without a self-loop it is $1+0+0+1=2$, which the subtraction removes. A self-loop would give 4.

**Lower bound and eigenspace.** For any real $B$, with $A=B^{T}B-2$,

$$\psi^{T}A\psi = |B\psi|^2-2|\psi|^2 .$$

If $A\psi=\varepsilon\psi$ with $\psi\neq0$, then $(\varepsilon+2)|\psi|^2=|B\psi|^2\ge0$, so $\varepsilon\ge-2$. If $\varepsilon=-2$, then $B\psi=0$. Conversely, $B\psi=0$ gives $A\psi=-2\psi$.

**Degeneracy.** Rank-nullity gives $|E|=\operatorname{rank}B+\dim\ker B$, and $\operatorname{rank}B\le|V|$.

**One more state for a bipartite root graph.** Let $w_v=\pm1$ on the two sublattices. Then $(w^{T}B)_e=w_{s(e)}+w_{t(e)}=0$, so the range of $B$ is orthogonal to $w$. If there is at least one vertex, $w\ne0$, hence $\operatorname{rank}B\le|V|-1$ and $\dim\ker B\ge|E|-|V|+1$.

**Compact localized states.** Take a walk through vertices $x_0,\dots,x_m$ along bonds $c_0,\dots,c_{m-1}$, and let $\delta_a$ be the unit vector at $a$. Since $B\delta_{c_k}=\delta_{x_k}+\delta_{x_{k+1}}$, the alternating sum telescopes:

$$B\sum_{k<m}(-1)^k\delta_{c_k}=\delta_{x_0}-(-1)^m\delta_{x_m}.$$

This vanishes for $m=2n$ and $x_{2n}=x_0$. If $n>0$ and the bonds are distinct, the amplitude on $c_0$ is 1, so the state is nonzero. Its normalised amplitudes are $\pm1/\sqrt{2n}$. On the kagome lattice, $n=3$ gives the state around one hexagon. A closed walk that winds around a periodic cluster is also allowed, but its state extends across the cluster and is not localized.

## The Lean file

```lean
import Mathlib

open Matrix

namespace LineGraphFlatBand

noncomputable section

variable {V E : Type*} [Fintype V] [DecidableEq V] [Fintype E] [DecidableEq E]

/-- The Hamiltonian `Bᵀ B - 2` on the bonds `E`, built from a real `V × E` matrix `B`. -/
def gramHop (B : Matrix V E ℝ) : Matrix E E ℝ := Bᵀ * B - (2 : ℝ) • (1 : Matrix E E ℝ)

/-- The incidence matrix of a root graph whose bond `e` joins the vertices `s e` and `t e`. -/
def incidence (s t : E → V) : Matrix V E ℝ :=
  Matrix.of fun v e => (if v = s e then 1 else 0) + (if v = t e then 1 else 0)

/-- The line-graph hopping matrix: the amplitude between two distinct bonds is the number of
coincidences between their endpoints, and there is no on-site term. -/
def lineHop (s t : E → V) : Matrix E E ℝ :=
  Matrix.of fun e f => if e = f then 0 else
    (if s e = s f then 1 else 0) + (if s e = t f then 1 else 0) +
    (if t e = s f then 1 else 0) + (if t e = t f then 1 else 0)

/-- The unnormalised vector obtained by adding the amplitudes `1, -1, 1, ...` successively on the
first `m` bonds of the sequence `c`; contributions to a repeated bond are summed. -/
def loopState (c : ℕ → E) (m : ℕ) : E → ℝ :=
  ∑ k ∈ Finset.range m, (-1 : ℝ) ^ k • Pi.single (c k) (1 : ℝ)

omit [Fintype E] in
/-- For a root graph without self-loops, the line-graph hopping matrix is `Bᵀ B - 2`, with `B`
the incidence matrix. -/
theorem lineHop_eq_gramHop (s t : E → V) (h : ∀ e, s e ≠ t e) :
    lineHop s t = gramHop (incidence s t) := by
  ext e f
  -- the overlap of two columns of `B` counts common endpoints
  have key : ((incidence s t)ᵀ * incidence s t) e f =
      (if s e = s f then 1 else 0) + (if s e = t f then 1 else 0) +
      (if t e = s f then 1 else 0) + (if t e = t f then 1 else 0) := by
    simp only [Matrix.mul_apply, Matrix.transpose_apply, incidence, Matrix.of_apply, add_mul,
      mul_add, Finset.sum_add_distrib, ite_mul, one_mul, zero_mul, Finset.sum_ite_eq',
      Finset.mem_univ, if_true]
    ring
  rw [gramHop, Matrix.sub_apply, key]
  by_cases hef : e = f
  · subst hef
    norm_num [lineHop, Matrix.smul_apply, h e, (h e).symm]
  · simp [lineHop, hef, Matrix.smul_apply]

omit [DecidableEq V] in
/-- The quadratic form of `Bᵀ B - 2` at a real vector `ψ` is the squared length of `B ψ` minus twice
the squared length of `ψ`. -/
theorem energy_identity (B : Matrix V E ℝ) (ψ : E → ℝ) :
    ψ ⬝ᵥ (gramHop B *ᵥ ψ) = (B *ᵥ ψ) ⬝ᵥ (B *ᵥ ψ) - 2 * (ψ ⬝ᵥ ψ) := by
  rw [gramHop, Matrix.sub_mulVec, Matrix.smul_mulVec, Matrix.one_mulVec,
    ← Matrix.mulVec_mulVec, dotProduct_sub, dotProduct_smul,
    Matrix.dotProduct_mulVec ψ Bᵀ, Matrix.vecMul_transpose, smul_eq_mul]

omit [DecidableEq V] in
/-- For every real `V × E` matrix `B`, the eigenvalues of `Bᵀ B - 2` are at least `-2`, the
eigenspace at `-2` is the kernel of `B`, and its dimension is at least `card E - card V`. -/
theorem flat_band (B : Matrix V E ℝ) :
    (∀ ε : ℝ, Module.End.HasEigenvalue (Matrix.toLin' (gramHop B)) ε → -2 ≤ ε) ∧
    Module.End.eigenspace (Matrix.toLin' (gramHop B)) (-2) =
      LinearMap.ker (Matrix.toLin' B) ∧
    Fintype.card E ≤ Fintype.card V +
      Module.finrank ℝ (Module.End.eigenspace (Matrix.toLin' (gramHop B)) (-2)) := by
  have hker : Module.End.eigenspace (Matrix.toLin' (gramHop B)) (-2) =
      LinearMap.ker (Matrix.toLin' B) := by
    ext ψ
    rw [Module.End.mem_eigenspace_iff, LinearMap.mem_ker, Matrix.toLin'_apply,
      Matrix.toLin'_apply]
    constructor
    · intro hψ
      have h := energy_identity B ψ
      rw [hψ, dotProduct_smul, smul_eq_mul] at h
      exact dotProduct_self_eq_zero.mp (by linarith)
    · intro hψ
      rw [gramHop, Matrix.sub_mulVec, Matrix.smul_mulVec, Matrix.one_mulVec,
        ← Matrix.mulVec_mulVec, hψ, Matrix.mulVec_zero, zero_sub, neg_smul]
  refine ⟨?_, hker, ?_⟩
  · intro ε hε
    obtain ⟨ψ, hψ⟩ := hε.exists_hasEigenvector
    have h := energy_identity B ψ
    have he : gramHop B *ᵥ ψ = ε • ψ := by
      rw [← Matrix.toLin'_apply]
      exact hψ.apply_eq_smul
    rw [he, dotProduct_smul, smul_eq_mul] at h
    have h1 : 0 ≤ (B *ᵥ ψ) ⬝ᵥ (B *ᵥ ψ) := Finset.sum_nonneg fun i _ => mul_self_nonneg _
    have h2 : 0 ≤ ψ ⬝ᵥ ψ := Finset.sum_nonneg fun i _ => mul_self_nonneg _
    have h3 : 0 < ψ ⬝ᵥ ψ :=
      lt_of_le_of_ne h2 fun h0 => hψ.2 (dotProduct_self_eq_zero.mp h0.symm)
    by_contra hlt
    nlinarith [mul_pos (show 0 < -2 - ε by linarith [not_le.mp hlt]) h3]
  · -- rank-nullity, with the rank bounded by the number of vertices
    rw [hker]
    have h1 := LinearMap.finrank_range_add_finrank_ker (Matrix.toLin' B)
    have h2 := Submodule.finrank_le (LinearMap.range (Matrix.toLin' B))
    rw [Module.finrank_fintype_fun_eq_card] at h1 h2
    omega

/-- On the line graph of a root graph without self-loops, all energies are at least `-2`, and the
level `-2` has degeneracy at least the number of bonds minus the number of vertices. -/
theorem lineGraph_flat_band (s t : E → V) (h : ∀ e, s e ≠ t e) :
    (∀ ε : ℝ, Module.End.HasEigenvalue (Matrix.toLin' (lineHop s t)) ε → -2 ≤ ε) ∧
    Fintype.card E ≤ Fintype.card V +
      Module.finrank ℝ (Module.End.eigenspace (Matrix.toLin' (lineHop s t)) (-2)) := by
  rw [lineHop_eq_gramHop s t h]
  exact ⟨(flat_band _).1, (flat_band _).2.2⟩

/-- If the root graph is nonempty and bipartite, with sublattices labelled by `σ`, the level `-2`
of its line graph has degeneracy at least `card E - card V + 1`. -/
theorem bipartite_flat_band [Nonempty V] (s t : E → V) (σ : V → Bool)
    (hσ : ∀ e, σ (s e) ≠ σ (t e)) :
    Fintype.card E + 1 ≤ Fintype.card V +
      Module.finrank ℝ (Module.End.eigenspace (Matrix.toLin' (lineHop s t)) (-2)) := by
  rw [lineHop_eq_gramHop s t fun e he => hσ e (congrArg σ he), (flat_band _).2.1]
  -- the staggered vector is orthogonal to every column of the incidence matrix
  let w : V → ℝ := fun v => if σ v then 1 else -1
  have hw : w ᵥ* incidence s t = 0 := by
    funext e
    have h1 : (w ᵥ* incidence s t) e = w (s e) + w (t e) := by
      simp [Matrix.vecMul, dotProduct, incidence, mul_add, Finset.sum_add_distrib]
    rw [h1]
    have h2 := hσ e
    cases ha : σ (s e) <;> cases hb : σ (t e) <;> simp_all [w]
  have hne : LinearMap.range (Matrix.toLin' (incidence s t)) ≠ ⊤ := by
    intro htop
    obtain ⟨v⟩ := ‹Nonempty V›
    obtain ⟨ψ, hψ⟩ := LinearMap.range_eq_top.mp htop (Pi.single v 1)
    rw [Matrix.toLin'_apply] at hψ
    have h0 : w ⬝ᵥ (incidence s t *ᵥ ψ) = 0 := by
      rw [Matrix.dotProduct_mulVec, hw, zero_dotProduct]
    rw [hψ, dotProduct_single, mul_one] at h0
    cases hv : σ v <;> simp [w, hv] at h0
  have h1 := LinearMap.finrank_range_add_finrank_ker (Matrix.toLin' (incidence s t))
  have h2 := Submodule.finrank_lt hne
  rw [Module.finrank_fintype_fun_eq_card] at h1 h2
  omega

omit [Fintype V] in
/-- Along a walk through the vertices `x 0, ..., x m` with bonds `c`, the incidence matrix sends
the alternating state to amplitudes on the two end vertices only. -/
theorem incidence_loopState (s t : E → V) (x : ℕ → V) (c : ℕ → E) (m : ℕ)
    (hc : ∀ k < m, (s (c k) = x k ∧ t (c k) = x (k + 1)) ∨
      (s (c k) = x (k + 1) ∧ t (c k) = x k)) :
    incidence s t *ᵥ loopState c m =
      Pi.single (x 0) (1 : ℝ) - (-1 : ℝ) ^ m • Pi.single (x m) (1 : ℝ) := by
  induction m with
  | zero => simp [loopState]
  | succ m ih =>
    have hcol : incidence s t *ᵥ Pi.single (c m) (1 : ℝ) =
        Pi.single (x m) (1 : ℝ) + Pi.single (x (m + 1)) (1 : ℝ) := by
      ext v
      rcases hc m (Nat.lt_succ_self m) with ⟨h1, h2⟩ | ⟨h1, h2⟩
      · simp [incidence, Pi.single_apply, h1, h2]
      · simp [incidence, Pi.single_apply, h1, h2, add_comm]
    have hstep : loopState c (m + 1) =
        loopState c m + (-1 : ℝ) ^ m • Pi.single (c m) (1 : ℝ) := by
      simp only [loopState, Finset.sum_range_succ]
    rw [hstep, Matrix.mulVec_add, Matrix.mulVec_smul, hcol,
      ih fun k hk => hc k (Nat.lt_succ_of_lt hk), pow_succ]
    module

/-- In a root graph without self-loops, the alternating state on a closed walk of even positive
length with distinct bonds is an eigenvector of the line-graph Hamiltonian at energy `-2`. -/
theorem compact_localized_state (s t : E → V) (h : ∀ e, s e ≠ t e) (x : ℕ → V) (c : ℕ → E)
    (n : ℕ) (hn : 0 < n) (hclosed : x (2 * n) = x 0)
    (hc : ∀ k < 2 * n, (s (c k) = x k ∧ t (c k) = x (k + 1)) ∨
      (s (c k) = x (k + 1) ∧ t (c k) = x k))
    (hinj : Set.InjOn c (Set.Iio (2 * n))) :
    Module.End.HasEigenvector (Matrix.toLin' (lineHop s t)) (-2) (loopState c (2 * n)) := by
  refine ⟨?_, ?_⟩
  · change loopState c (2 * n) ∈
      Module.End.eigenspace (Matrix.toLin' (lineHop s t)) (-2)
    -- the two end contributions cancel on a closed walk of even length
    rw [lineHop_eq_gramHop s t h, (flat_band _).2.1, LinearMap.mem_ker, Matrix.toLin'_apply,
      incidence_loopState s t x c (2 * n) hc, hclosed, pow_mul]
    simp
  · intro h0
    -- the amplitude on the first bond is one
    have h1 : loopState c (2 * n) (c 0) = 1 := by
      rw [loopState, Finset.sum_apply, Finset.sum_eq_single 0]
      · simp
      · intro k hk hk0
        have hne : c 0 ≠ c k := fun he =>
          hk0 (hinj (Set.mem_Iio.mpr (by omega))
            (Set.mem_Iio.mpr (Finset.mem_range.mp hk)) he).symm
        simp [hne]
      · intro hk
        exact absurd (Finset.mem_range.mpr (by omega)) hk
    rw [h0] at h1
    simp at h1

end

end LineGraphFlatBand
```

```lean
#print axioms LineGraphFlatBand.lineGraph_flat_band
#print axioms LineGraphFlatBand.bipartite_flat_band
#print axioms LineGraphFlatBand.compact_localized_state
```

```
'LineGraphFlatBand.lineGraph_flat_band' depends on axioms: [propext, Classical.choice, Quot.sound]
'LineGraphFlatBand.bipartite_flat_band' depends on axioms: [propext, Classical.choice, Quot.sound]
'LineGraphFlatBand.compact_localized_state' depends on axioms: [propext, Classical.choice, Quot.sound]
```

## How the lemmas carry the argument

`lineHop` is the endpoint count, `incidence` is $B$, and `gramHop` is $B^{T}B-2$ for an arbitrary real matrix. `lineHop_eq_gramHop` evaluates the vertex sum and then separates $e=f$ from $e\ne f$.

`energy_identity` is the quadratic form above. `flat_band` uses it twice, for the eigenspace and for the lower bound, where `nlinarith` rules out $\varepsilon<-2$. `lineGraph_flat_band` rewrites with the factorisation and inherits the bound and the count.

`bipartite_flat_band` takes the sublattice label as `σ : V → Bool`; its hypothesis already excludes self-loops. `incidence_loopState` proves the telescoping by induction on `m`. In `compact_localized_state`, `hc` lets each bond be crossed in either direction, `hinj` says that the bonds are distinct, and `HasEigenvector` includes that the state is nonzero. The Lean state is the unnormalised one.

## Rank-nullity as an addition of natural numbers

Both degeneracy counts turn on `LinearMap.finrank_range_add_finrank_ker`, which states that the dimensions of range and kernel add up to that of the domain. No basis of the kernel is built. `Submodule.finrank_le` bounds the range by `card V`; in the bipartite case `Submodule.finrank_lt` makes this strict, because the range is a proper subspace. `omega` finishes the integer arithmetic. Stating the result as a sum also avoids the subtraction `card E - card V`, which natural numbers would cut off at zero.

## A degenerate level on a finite cluster

The theorems guarantee a lower bound on the energies, a lower bound on the degeneracy at $-2$, and an explicit eigenvector there for each closed walk of even positive length with distinct bonds. When $|E|\le|V|$ the general count is empty, and $-2$ need not be an eigenvalue at all.

They concern one finite real matrix. In the Lean names, `flat_band` refers to the level at $-2$ of that matrix, not to a dispersion relation. Bloch momentum, the infinite lattice, the gap to the next level, interactions and floating-point error do not enter. For line graphs the hopping is fixed by the endpoint count, so magnetic phases and random hopping amplitudes are excluded. `flat_band` does allow any real $B$, but the Hamiltonian must then be exactly $B^{T}B-2$, including whatever on-site terms that product produces.
